# Existence of a Schrödinger evolution through any given state at any given time, for a constant finite-dimensional Hamiltonian

The lemma `exists_solution` says that the Schrödinger equation i ψ′ = Hψ, with ħ = 1, has a solution defined at all times that takes a prescribed value v at a prescribed time t. Here H is a constant, finite, square complex matrix, which need not be Hermitian, and v is any complex vector, normalised or not. Only existence is claimed, not uniqueness. The proof proposes ψ(s) = exp(−isH) exp(itH) v, writing both exponentials with `frame` at angular velocity −1. It then checks the differential equation by the product rule, and the value at t by the fact that the two exponentials cancel there.

Lean 4 with Mathlib refuses this proof:

```lean
import Mathlib

open Matrix
open scoped Matrix.Norms.Operator

noncomputable section

namespace SpinRotationCoupling

variable {n : Type*} [Fintype n] [DecidableEq n]

/-- The state `ψ` obeys `i ψ' = H ψ` at all times, written as `ψ' = -i H ψ`. -/
def Evolves (H : Matrix n n ℂ) (ψ : ℝ → n → ℂ) : Prop :=
  ∀ t, HasDerivAt ψ ((-Complex.I) • (H *ᵥ ψ t)) t

/-- The frame change `exp(i ω t J)` generated by `J` at angular velocity `ω`. -/
def frame (J : Matrix n n ℂ) (ω t : ℝ) : Matrix n n ℂ :=
  NormedSpace.exp (t • ((Complex.I * (ω : ℂ)) • J))

omit [DecidableEq n] in
/-- Product rule for a time-dependent matrix acting on a time-dependent state. -/
theorem hasDerivAt_mulVec {U : ℝ → Matrix n n ℂ} {U' : Matrix n n ℂ}
    {ψ : ℝ → n → ℂ} {ψ' : n → ℂ} {t : ℝ}
    (hU : HasDerivAt U U' t) (hψ : HasDerivAt ψ ψ' t) :
    HasDerivAt (fun s => U s *ᵥ ψ s) (U' *ᵥ ψ t + U t *ᵥ ψ') t := by
  refine hasDerivAt_pi.2 fun i => ?_
  -- each matrix entry is a continuous linear function of the matrix
  have hE : ∀ j, HasDerivAt (fun s => U s i j) (U' i j) t := fun j => by
    let L : Matrix n n ℂ →ₗ[ℝ] ℂ :=
      { toFun := fun M => M i j
        map_add' := fun _ _ => rfl
        map_smul' := fun _ _ => rfl }
    exact (LinearMap.toContinuousLinearMap L).hasFDerivAt.comp_hasDerivAt t hU
  have hv := hasDerivAt_pi.1 hψ
  have h := HasDerivAt.fun_sum (u := Finset.univ) (fun j _ => (hE j).fun_mul (hv j))
  refine h.congr_deriv ?_
  simp [Matrix.mulVec, dotProduct, Finset.sum_add_distrib]

/-- The frame change `U(t) = exp(i ω t J)` obeys `U' = i ω J U`. -/
theorem frame_hasDerivAt (J : Matrix n n ℂ) (ω t : ℝ) :
    HasDerivAt (frame J ω) ((Complex.I * (ω : ℂ)) • (J * frame J ω t)) t :=
  (hasDerivAt_exp_smul_const' ((Complex.I * (ω : ℂ)) • J) t).congr_deriv
    (smul_mul_assoc _ _ _)

/-- The frame change at time `-t` undoes the frame change at time `t`. -/
theorem frame_neg_mul (J : Matrix n n ℂ) (ω t : ℝ) :
    frame J ω (-t) * frame J ω t = 1 := by
  unfold frame
  rw [← Matrix.exp_add_of_commute _ _ (((Commute.refl _).smul_left _).smul_right _),
    neg_smul, neg_add_cancel, NormedSpace.exp_zero]

/-- Any state `v` prescribed at any time `t` lies on a solution of `i ψ' = H ψ`. -/
theorem exists_solution (H : Matrix n n ℂ) (t : ℝ) (v : n → ℂ) :
    ∃ ψ, Evolves H ψ ∧ ψ t = v := by
  refine ⟨fun s => frame H (-1) s *ᵥ (frame H (-1) (-t) *ᵥ v), fun s => ?_, ?_⟩
  · generalize frame H (-1) (-t) *ᵥ v = w
    refine (hasDerivAt_mulVec (frame_hasDerivAt H (-1) s) (hasDerivAt_const s w)).congr_deriv ?_
    simp [Matrix.smul_mulVec, Matrix.mulVec_mulVec]
  · have h := frame_neg_mul H (-1) (-t)
    rw [neg_neg] at h
    simp only [Matrix.mulVec_mulVec, h, Matrix.one_mulVec]

end SpinRotationCoupling
```

The compiler's answer:

```
Main.lean:56:2: error: unsolved goals
case refine_1
n : Type u_1
inst✝¹ : Fintype n
inst✝ : DecidableEq n
H : Matrix n n ℂ
t : ℝ
v : n → ℂ
s : ℝ
w : n → ℂ
⊢ -(Complex.I • (H * frame H (-1) s)) *ᵥ w = -(Complex.I • (H * frame H (-1) s) *ᵥ w)
Main.lean:58:10: warning: This simp argument is unused:
  Matrix.smul_mulVec

Hint: Omit it from the simp argument list.
  [apply] simp [Matrix.mulVec_mulVec]

Note: This linter can be disabled with `set_option linter.unusedSimpArgs false`
```

Cause. The error comes from the check of the differential equation. `simp` leaves a goal whose two sides are equal but differently arranged: on the left the negated matrix −(i H F) acts on `w`, while on the right the minus sign and the factor i stand outside the product of H F with `w`. Here F is `frame H (-1) s`.

`Matrix.smul_mulVec` moves a scalar out of a matrix–vector product, but only when the matrix is visibly a scalar multiple. Here the minus sign is outermost, so the lemma does not match. That is why the warning calls it unused.

The repair adds `Matrix.neg_mulVec`, which takes the minus sign out of the product. `Matrix.smul_mulVec` can then take out the i, and the sides agree. The warning's hint to drop `Matrix.smul_mulVec` would not have closed the goal; the lemma was lacking its partner.

This version goes through:

```diff
@@ -56,5 +56,5 @@
   · generalize frame H (-1) (-t) *ᵥ v = w
     refine (hasDerivAt_mulVec (frame_hasDerivAt H (-1) s) (hasDerivAt_const s w)).congr_deriv ?_
-    simp [Matrix.smul_mulVec, Matrix.mulVec_mulVec]
+    simp [Matrix.neg_mulVec, Matrix.smul_mulVec, Matrix.mulVec_mulVec]
   · have h := frame_neg_mul H (-1) (-t)
     rw [neg_neg] at h
```
